# Orbital terms of two electrons in a π shell: Δ, Σ⁺ and Σ⁻

## Two orbitals, two electrons, three operators

A π shell has two orbitals, numbered 0 and 1, with axial angular momentum $+1$ and $-1$ in units of $\hbar$. Write $|ij\rangle$ for the product state with electron 1 in orbital $i$ and electron 2 in orbital $j$. An orbital state of the pair is

$$\psi=\sum_{i,j}\psi_{ij}\,|ij\rangle\in\mathbb C^2\otimes\mathbb C^2 .$$

With $Z=\mathrm{diag}(1,-1)$ and $X$ the swap of the two orbitals, define

$$L=Z\otimes 1+1\otimes Z,\qquad R=X\otimes X .$$

$L$ is the total axial angular momentum. $R$ reflects both electrons in a plane through the molecular axis. The exchange operator $P$ interchanges the electron labels: $(P\psi)_{ij}=\psi_{ji}$. A state is exchange-even if $P\psi=\psi$ and exchange-odd if $P\psi=-\psi$.

The label Δ stands for $L=\pm2$, and Σ$^\pm$ stands for $L=0$ with $R=\pm1$. These are the orbital labels of the terms of the open shell of O₂, in a model that keeps only two electrons in one pair of π orbitals and omits the inversion label $g$.

## The four lines

On amplitudes the operators act as

$$L\psi=(2\psi_{00},\,0,\,0,\,-2\psi_{11}),\qquad R\psi=(\psi_{11},\,\psi_{10},\,\psi_{01},\,\psi_{00}),$$

in the order $00,01,10,11$.

- $L\psi=2\psi$ forces $\psi_{01}=\psi_{10}=\psi_{11}=0$, so $\psi=\psi_{00}|00\rangle$.
- $L\psi=-2\psi$ likewise gives $\psi=\psi_{11}|11\rangle$.
- $L\psi=0$ forces $\psi_{00}=\psi_{11}=0$. Then $R\psi=\pm\psi$ means $\psi_{10}=\pm\psi_{01}$, so $\psi=\psi_{01}(|01\rangle\pm|10\rangle)$.

The normalised Σ$^\pm$ states are $(|01\rangle\pm|10\rangle)/\sqrt2$; the code uses the combinations without the factor.

An exchange-odd state has $\psi_{00}=\psi_{11}=0$ and $\psi_{10}=-\psi_{01}$, which is exactly the Σ⁻ line. An exchange-even state has $\psi_{10}=\psi_{01}$, hence

$$\psi=\psi_{00}|00\rangle+\psi_{11}|11\rangle+\psi_{01}(|01\rangle+|10\rangle).$$

The three parts are unique, because their coefficients are amplitudes of $\psi$. Conversely, any sum of such parts is exchange-even.

## Spin symmetry from total antisymmetry

Now let $\Psi_{ij,st}$ carry spin indices $s,t$ as well, with $\Psi_{ji,ts}=-\Psi_{ij,st}$. If the spin part is symmetric, then

$$\Psi_{ji,st}=\Psi_{ji,ts}=-\Psi_{ij,st},$$

so the orbital part is exchange-odd for every fixed spin pair, and is therefore Σ⁻. Conversely, if the orbital part is exchange-odd, then $-\Psi_{ij,ts}=\Psi_{ji,ts}=-\Psi_{ij,st}$, and the spin part is symmetric. Changing the sign in both arguments pairs antisymmetric spin with exchange-even orbital states. In the usual notation the terms are ³Σ⁻, ¹Δ and ¹Σ⁺.

## Three energies from two symmetries

Let $H$ commute with $L$ and $R$. These conditions stand for axial and reflection symmetry of a Hamiltonian that acts on the orbitals alone. If $L\psi=m\psi$, then $LH\psi=HL\psi=mH\psi$, and the same holds for $R$. Each of the four lines is therefore mapped into itself, and $H$ acts on it as a number. For the two Δ lines, let $H|00\rangle=E_\Delta|00\rangle$. Since $R|00\rangle=|11\rangle$,

$$H|11\rangle=HR|00\rangle=RH|00\rangle=E_\Delta|11\rangle .$$

An example is $H=aL^2+KP$ with constants $a$ and $K$. Exchange commutes with $L$ and $R$, since both treat the electrons alike. From $XZ=-ZX$ follows $RL=-LR$, hence $RL^2=-LRL=L^2R$. Applied to the four lines, this $H$ gives $4a+K$ for Δ, $K$ for Σ⁺ and $-K$ for Σ⁻. The Coulomb repulsion within the shell has this form up to an additive constant, with $K$ the exchange integral between orbitals 0 and 1 and $a=-K/4$. Relative to that constant, Δ then lies at $0$, midway between Σ⁻ and Σ⁺.

## How the Lean statements read

`PairState` is the type of amplitude functions on `Fin 2 × Fin 2`, and `ket i j` is $|ij\rangle$. `Lz`, `Refl` and `exchange` are the matrices of $L$, $R$ and $P$. `HasLz m ψ` is the equation $L\psi=m\psi$, and `IsSigma r ψ` says that $L\psi=0$ and $R\psi=r\psi$. Both conditions are linear in `ψ` and admit the zero vector, so the solutions of each form a subspace. This subspace is a line for `HasLz 2`, `HasLz (-2)`, `IsSigma 1` and `IsSigma (-1)`.

- `pi_squared_terms` states that `ExchangeOdd ψ` is equivalent to `IsSigma (-1) ψ`, and that `ExchangeEven ψ` is equivalent to the existence of exactly one triple `t` of parts with $L=2$, $L=-2$ and Σ⁺ character whose sum is `ψ`.
- `pauli_spin_symmetry` takes total antisymmetry as its hypothesis `h`. In `Ψ p σ`, `p` is the orbital pair and `σ` the spin pair; the orbital conditions are required for every fixed `σ`.
- `three_term_energies` takes the two commutation relations `hL` and `hR` and yields numbers `EΔ`, `Eplus` and `Eminus`. They are complex, since `H` is not assumed Hermitian, and they may coincide.
- `three_term_energies_witness` states that $aL^2+KP$ satisfies both commutation relations for all complex $a$ and $K$.

The order of the energies is left open, so Hund's rule is not a consequence. Spin-orbit coupling and mixing with other configurations are absent from the model.

## The complete file

```lean
import Mathlib

open Matrix
open scoped Kronecker

namespace PiSquaredTerms

noncomputable section

/-- Orbital amplitudes of two electrons, each in one of the two orbitals of a pi shell. -/
abbrev PairState := Fin 2 × Fin 2 → ℂ

/-- Operators on the orbital amplitudes of the pair. -/
abbrev PairOp := Matrix (Fin 2 × Fin 2) (Fin 2 × Fin 2) ℂ

/-- Axial angular momentum of one pi electron, in units of ħ. -/
def orbLz : Matrix (Fin 2) (Fin 2) ℂ := !![1, 0; 0, -1]

/-- Reflection in a plane through the axis, which swaps the two pi orbitals. -/
def orbFlip : Matrix (Fin 2) (Fin 2) ℂ := !![0, 1; 1, 0]

/-- Total axial angular momentum of the pair. -/
def Lz : PairOp := orbLz ⊗ₖ 1 + 1 ⊗ₖ orbLz

/-- Reflection of both electrons. -/
def Refl : PairOp := orbFlip ⊗ₖ orbFlip

/-- The product state with electron 1 in orbital `i` and electron 2 in orbital `j`. -/
def ket (i j : Fin 2) : PairState := fun p => if p = (i, j) then 1 else 0

/-- The eigenvalue equation L ψ = m ψ; the zero amplitude is allowed. -/
def HasLz (m : ℂ) (ψ : PairState) : Prop := Lz *ᵥ ψ = m • ψ

/-- The equations L ψ = 0 and R ψ = r ψ; the zero amplitude is allowed. -/
def IsSigma (r : ℂ) (ψ : PairState) : Prop := HasLz 0 ψ ∧ Refl *ᵥ ψ = r • ψ

/-- The orbital amplitude changes sign when the electrons are exchanged. -/
def ExchangeOdd (ψ : PairState) : Prop := ∀ i j, ψ (j, i) = -ψ (i, j)

/-- The orbital amplitude is unchanged when the electrons are exchanged. -/
def ExchangeEven (ψ : PairState) : Prop := ∀ i j, ψ (j, i) = ψ (i, j)

/-- Two pair states agree exactly when their four amplitudes agree. -/
theorem state_ext_iff (ψ φ : PairState) : ψ = φ ↔
    ψ (0, 0) = φ (0, 0) ∧ ψ (0, 1) = φ (0, 1) ∧
      ψ (1, 0) = φ (1, 0) ∧ ψ (1, 1) = φ (1, 1) := by
  simp only [funext_iff, Prod.forall, Fin.forall_fin_two, and_assoc]

/-- The total axial angular momentum multiplies the four amplitudes by 2, 0, 0 and -2. -/
theorem Lz_apply (ψ : PairState) :
    (Lz *ᵥ ψ) (0, 0) = 2 * ψ (0, 0) ∧ (Lz *ᵥ ψ) (0, 1) = 0 ∧
      (Lz *ᵥ ψ) (1, 0) = 0 ∧ (Lz *ᵥ ψ) (1, 1) = -2 * ψ (1, 1) := by
  refine ⟨?_, ?_, ?_, ?_⟩ <;>
    norm_num [Lz, orbLz, Matrix.mulVec, dotProduct, Fintype.sum_prod_type,
      Fin.sum_univ_two, Matrix.one_apply]

/-- Reflection swaps the orbital of each electron. -/
theorem Refl_apply (ψ : PairState) :
    (Refl *ᵥ ψ) (0, 0) = ψ (1, 1) ∧ (Refl *ᵥ ψ) (0, 1) = ψ (1, 0) ∧
      (Refl *ᵥ ψ) (1, 0) = ψ (0, 1) ∧ (Refl *ᵥ ψ) (1, 1) = ψ (0, 0) := by
  refine ⟨?_, ?_, ?_, ?_⟩ <;>
    simp [Refl, orbFlip, Matrix.mulVec, dotProduct, Fintype.sum_prod_type, Fin.sum_univ_two]

/-- The solutions of L ψ = 2 ψ are the multiples of `ket 0 0`, and those of L ψ = -2 ψ are the
multiples of `ket 1 1`. -/
theorem delta_lines (ψ : PairState) :
    (HasLz 2 ψ ↔ ∃ c : ℂ, ψ = c • ket 0 0) ∧
      (HasLz (-2) ψ ↔ ∃ c : ℂ, ψ = c • ket 1 1) := by
  refine ⟨⟨fun h => ?_, ?_⟩, ⟨fun h => ?_, ?_⟩⟩
  · rw [HasLz, state_ext_iff] at h
    simp only [Lz_apply, Pi.smul_apply, smul_eq_mul] at h
    refine ⟨ψ (0, 0), (state_ext_iff _ _).2 ?_⟩
    simp [ket]
    grind
  · rintro ⟨c, rfl⟩
    rw [HasLz, state_ext_iff]
    simp only [Lz_apply]
    simp [ket]
  · rw [HasLz, state_ext_iff] at h
    simp only [Lz_apply, Pi.smul_apply, smul_eq_mul] at h
    refine ⟨ψ (1, 1), (state_ext_iff _ _).2 ?_⟩
    simp [ket]
    grind
  · rintro ⟨c, rfl⟩
    rw [HasLz, state_ext_iff]
    simp only [Lz_apply]
    simp [ket]

/-- With zero axial angular momentum, the reflection-even states are the multiples of the
symmetric combination of the mixed products, the reflection-odd ones of the antisymmetric. -/
theorem sigma_lines (ψ : PairState) :
    (IsSigma 1 ψ ↔ ∃ c : ℂ, ψ = c • (ket 0 1 + ket 1 0)) ∧
      (IsSigma (-1) ψ ↔ ∃ c : ℂ, ψ = c • (ket 0 1 - ket 1 0)) := by
  refine ⟨⟨?_, ?_⟩, ⟨?_, ?_⟩⟩
  all_goals first
    | rintro ⟨h0, h1⟩
      rw [HasLz, state_ext_iff] at h0
      rw [state_ext_iff] at h1
      simp only [Lz_apply, Refl_apply, Pi.smul_apply, smul_eq_mul] at h0 h1
      refine ⟨ψ (0, 1), (state_ext_iff _ _).2 ?_⟩
      simp [ket]
      grind
    | rintro ⟨c, rfl⟩
      rw [IsSigma, HasLz, state_ext_iff, state_ext_iff]
      simp only [Lz_apply, Refl_apply]
      simp [ket]

/-- Exchange-odd orbital states are exactly those with L = 0 and R = -1; exchange-even ones are
exactly those that split, uniquely, into parts with L = 2, L = -2, and L = 0 with R = +1. -/
theorem pi_squared_terms (ψ : PairState) :
    (ExchangeOdd ψ ↔ IsSigma (-1) ψ) ∧
      (ExchangeEven ψ ↔ ∃! t : PairState × PairState × PairState,
        HasLz 2 t.1 ∧ HasLz (-2) t.2.1 ∧ IsSigma 1 t.2.2 ∧ ψ = t.1 + t.2.1 + t.2.2) := by
  refine ⟨⟨fun h => ?_, fun h => ?_⟩, ⟨fun h => ?_, ?_⟩⟩
  · have h00 := h 0 0
    have h01 := h 0 1
    have h11 := h 1 1
    refine (sigma_lines ψ).2.2 ⟨ψ (0, 1), (state_ext_iff _ _).2 ?_⟩
    simp [ket]
    grind
  · obtain ⟨c, rfl⟩ := (sigma_lines ψ).2.1 h
    intro i j
    fin_cases i <;> fin_cases j <;> simp [ket]
  · -- the three parts are read off from the amplitudes
    refine ⟨(ψ (0, 0) • ket 0 0, ψ (1, 1) • ket 1 1, ψ (0, 1) • (ket 0 1 + ket 1 0)),
      ⟨(delta_lines _).1.2 ⟨_, rfl⟩, (delta_lines _).2.2 ⟨_, rfl⟩,
        (sigma_lines _).1.2 ⟨_, rfl⟩, (state_ext_iff _ _).2 (by simp [ket, h 0 1])⟩, ?_⟩
    rintro ⟨u, v, w⟩ ⟨h1, h2, h3, h4⟩
    obtain rfl : ψ = u + v + w := h4
    obtain ⟨a, rfl⟩ : ∃ a : ℂ, u = a • ket 0 0 := (delta_lines u).1.1 h1
    obtain ⟨b, rfl⟩ : ∃ b : ℂ, v = b • ket 1 1 := (delta_lines v).2.1 h2
    obtain ⟨c, rfl⟩ : ∃ c : ℂ, w = c • (ket 0 1 + ket 1 0) := (sigma_lines w).1.1 h3
    simp [ket]
  · rintro ⟨⟨u, v, w⟩, ⟨h1, h2, h3, h4⟩, -⟩
    obtain rfl : ψ = u + v + w := h4
    obtain ⟨a, rfl⟩ : ∃ a : ℂ, u = a • ket 0 0 := (delta_lines u).1.1 h1
    obtain ⟨b, rfl⟩ : ∃ b : ℂ, v = b • ket 1 1 := (delta_lines v).2.1 h2
    obtain ⟨c, rfl⟩ : ∃ c : ℂ, w = c • (ket 0 1 + ket 1 0) := (sigma_lines w).1.1 h3
    intro i j
    fin_cases i <;> fin_cases j <;> simp [ket]

/-- A totally antisymmetric two-electron amplitude is symmetric in its spin indices exactly when its
orbital amplitudes at every fixed spin pair satisfy `IsSigma (-1)`, and antisymmetric in its spin
indices exactly when those orbital amplitudes are all exchange-even. -/
theorem pauli_spin_symmetry (Ψ : Fin 2 × Fin 2 → Fin 2 × Fin 2 → ℂ)
    (h : ∀ i j s t, Ψ (j, i) (t, s) = -Ψ (i, j) (s, t)) :
    ((∀ p s t, Ψ p (t, s) = Ψ p (s, t)) ↔ ∀ σ, IsSigma (-1) (fun p => Ψ p σ)) ∧
      ((∀ p s t, Ψ p (t, s) = -Ψ p (s, t)) ↔ ∀ σ, ExchangeEven (fun p => Ψ p σ)) := by
  refine ⟨⟨?_, ?_⟩, ⟨?_, ?_⟩⟩
  · rintro g ⟨s, t⟩
    refine (pi_squared_terms _).1.1 fun i j => ?_
    linear_combination h i j t s - g (i, j) s t
  · rintro g ⟨i, j⟩ s t
    have e : Ψ (j, i) (s, t) = -Ψ (i, j) (s, t) := (pi_squared_terms _).1.2 (g (s, t)) i j
    linear_combination h i j t s - e
  · rintro g ⟨s, t⟩ i j
    linear_combination h i j t s - g (i, j) s t
  · rintro g ⟨i, j⟩ s t
    have e : Ψ (j, i) (s, t) = Ψ (i, j) (s, t) := g (s, t) i j
    linear_combination h i j t s - e

/-- A Hamiltonian that commutes with L and R acts as a number on each term, and the states with
L = 2 and L = -2 have the same energy. -/
theorem three_term_energies (H : PairOp) (hL : H * Lz = Lz * H) (hR : H * Refl = Refl * H) :
    ∃ EΔ Eplus Eminus : ℂ,
      (∀ ψ, HasLz 2 ψ ∨ HasLz (-2) ψ → H *ᵥ ψ = EΔ • ψ) ∧
      (∀ ψ, IsSigma 1 ψ → H *ᵥ ψ = Eplus • ψ) ∧
      (∀ ψ, IsSigma (-1) ψ → H *ᵥ ψ = Eminus • ψ) := by
  have cL (ψ : PairState) : Lz *ᵥ (H *ᵥ ψ) = H *ᵥ (Lz *ᵥ ψ) := by
    rw [Matrix.mulVec_mulVec, Matrix.mulVec_mulVec, hL]
  have cR (ψ : PairState) : Refl *ᵥ (H *ᵥ ψ) = H *ᵥ (Refl *ᵥ ψ) := by
    rw [Matrix.mulVec_mulVec, Matrix.mulVec_mulVec, hR]
  -- the Hamiltonian preserves the quantum numbers
  have keepL (m : ℂ) (ψ : PairState) (h : HasLz m ψ) : HasLz m (H *ᵥ ψ) := by
    unfold HasLz at *
    rw [cL, h, Matrix.mulVec_smul]
  have keepR (r : ℂ) (ψ : PairState) (h : IsSigma r ψ) : IsSigma r (H *ᵥ ψ) :=
    ⟨keepL 0 ψ h.1, by rw [cR, h.2, Matrix.mulVec_smul]⟩
  obtain ⟨a, ha⟩ := (delta_lines _).1.1
    (keepL 2 _ ((delta_lines (ket 0 0)).1.2 ⟨1, by simp⟩))
  obtain ⟨b, hb⟩ := (sigma_lines _).1.1
    (keepR 1 _ ((sigma_lines (ket 0 1 + ket 1 0)).1.2 ⟨1, by simp⟩))
  obtain ⟨c, hc⟩ := (sigma_lines _).2.1
    (keepR (-1) _ ((sigma_lines (ket 0 1 - ket 1 0)).2.2 ⟨1, by simp⟩))
  -- reflection carries the energy from L = 2 to L = -2
  have hflip : Refl *ᵥ ket 0 0 = ket 1 1 :=
    (state_ext_iff _ _).2 (by simp only [Refl_apply]; simp [ket])
  have ha' : H *ᵥ ket 1 1 = a • ket 1 1 := by
    rw [← hflip, ← cR, ha, Matrix.mulVec_smul]
  refine ⟨a, b, c, ?_, ?_, ?_⟩
  · rintro ψ (h | h)
    · obtain ⟨x, rfl⟩ := (delta_lines ψ).1.1 h
      rw [Matrix.mulVec_smul, ha, smul_comm]
    · obtain ⟨x, rfl⟩ := (delta_lines ψ).2.1 h
      rw [Matrix.mulVec_smul, ha', smul_comm]
  · intro ψ h
    obtain ⟨x, rfl⟩ := (sigma_lines ψ).1.1 h
    rw [Matrix.mulVec_smul, hb, smul_comm]
  · intro ψ h
    obtain ⟨x, rfl⟩ := (sigma_lines ψ).2.1 h
    rw [Matrix.mulVec_smul, hc, smul_comm]

/-- The operator that exchanges the orbitals of the two electrons. -/
def exchange : PairOp := Matrix.of fun p q => if p = q.swap then 1 else 0

/-- The Hamiltonian a L² + K P, with P the orbital exchange, commutes with L and with R. -/
theorem three_term_energies_witness (a K : ℂ) :
    (a • (Lz * Lz) + K • exchange) * Lz = Lz * (a • (Lz * Lz) + K • exchange) ∧
      (a • (Lz * Lz) + K • exchange) * Refl = Refl * (a • (Lz * Lz) + K • exchange) := by
  have hPL : exchange * Lz = Lz * exchange := by
    ext ⟨i, j⟩ ⟨k, l⟩
    fin_cases i <;> fin_cases j <;> fin_cases k <;> fin_cases l <;>
      simp [exchange, Lz, orbLz, Matrix.mul_apply, Fintype.sum_prod_type, Fin.sum_univ_two,
        Matrix.one_apply]
  have hPR : exchange * Refl = Refl * exchange := by
    ext ⟨i, j⟩ ⟨k, l⟩
    fin_cases i <;> fin_cases j <;> fin_cases k <;> fin_cases l <;>
      simp [exchange, Refl, orbFlip, Matrix.mul_apply, Fintype.sum_prod_type, Fin.sum_univ_two]
  -- reflection reverses L, hence preserves its square
  have hRL : Refl * Lz = -(Lz * Refl) := by
    ext ⟨i, j⟩ ⟨k, l⟩
    fin_cases i <;> fin_cases j <;> fin_cases k <;> fin_cases l <;>
      simp [Refl, orbFlip, Lz, orbLz, Matrix.mul_apply, Fintype.sum_prod_type,
        Fin.sum_univ_two, Matrix.one_apply]
  have hLLR : Lz * Lz * Refl = Refl * (Lz * Lz) := by
    linear_combination (norm := noncomm_ring) Lz * hRL - hRL * Lz
  constructor
  · rw [add_mul, mul_add, smul_mul_assoc, smul_mul_assoc, mul_smul_comm, mul_smul_comm,
      hPL, mul_assoc]
  · rw [add_mul, mul_add, smul_mul_assoc, smul_mul_assoc, mul_smul_comm, mul_smul_comm,
      hPR, hLLR]

end

end PiSquaredTerms
```

```lean
#print axioms PiSquaredTerms.pauli_spin_symmetry
#print axioms PiSquaredTerms.three_term_energies
```

```
'PiSquaredTerms.pauli_spin_symmetry' depends on axioms: [propext, Classical.choice, Quot.sound]
'PiSquaredTerms.three_term_energies' depends on axioms: [propext, Classical.choice, Quot.sound]
```

## From amplitudes to lines

`state_ext_iff` replaces an equation between states by four equations between amplitudes. `Lz_apply` and `Refl_apply` compute the two displayed actions by expanding the matrix sums.

`delta_lines` and `sigma_lines` turn each condition into an explicit line. In the forward direction each eigenvalue equation becomes four scalar equations, the coefficient is named (`ψ (0, 0)`, `ψ (1, 1)` or `ψ (0, 1)`), and `grind` solves for the remaining amplitudes. In the backward direction the multiple of the basis state is substituted and the equations are checked.

## Classification and spin

In `pi_squared_terms`, the exchange-odd half evaluates the sign condition at index pairs and passes to the Σ⁻ line. For the exchange-even half, the proof supplies the three parts read off from the amplitudes. For uniqueness it takes any other triple, writes its parts as multiples `a`, `b`, `c` of the basis states, and recovers these coefficients from the amplitudes of the sum. The same rewriting shows that every such sum is exchange-even.

`pauli_spin_symmetry` has four implications. Each is a `linear_combination` of total antisymmetry with the assumed spin or orbital symmetry, as in the index calculation above. The first two also use `pi_squared_terms` to translate between exchange-odd and Σ⁻.

## Energies and the example

In `three_term_energies`, `cL` and `cR` express the commutation relations on states, and `keepL` and `keepR` show that $H$ preserves the quantum numbers. The line lemmas then provide the numbers `a`, `b` and `c` for $|00\rangle$ and the two Σ combinations. `hflip` is $R|00\rangle=|11\rangle$, and `ha'` carries the Δ energy across. The final cases extend each result from the basis state to its multiples.

For the example, `hPL`, `hPR` and `hRL` are matrix identities checked entry by entry. `hLLR` derives $L^2R=RL^2$ from the anticommutation relation `hRL`: multiply it by $L$ on the left and on the right, and subtract. Distributing the products over the sum then gives both commutation relations.
